# With a density cutoff in the energy and the analytic force, total energy drifts by the change of a step

A classical particle moves in one dimension with an energy `f (n R)` that depends on position through a density `n`, and this energy is set to zero wherever the density is below a threshold `d`. Both functions are C1, the velocity is continuous, and Newton's equation holds with the force coded as minus the analytic slope, except at the times when the density equals `d`, which are at most countable. The theorem `total_energy_drift` states that kinetic plus cut-off energy then changes by exactly the change of a step, which is `f d` where the density is at least `d` and zero elsewhere. The attempt splits the cut-off energy into this step and a continuous "clamped" energy, up to a constant, and shows that kinetic plus clamped energy has zero derivative away from the exceptional times, so that it is conserved.

Lean 4 with Mathlib refuses this proof:

```lean
import Mathlib

open MeasureTheory intervalIntegral Set Filter Topology

namespace TotalEnergyDrift

noncomputable section

/-- The energy with a density threshold: `f (n R)` where the density `n R` is at least `d`,
and zero where it is smaller. -/
def cutEnergy (f n : ℝ → ℝ) (d R : ℝ) : ℝ := if d ≤ n R then f (n R) else 0

/-- The slope coded as an analytic derivative: the chain rule where the density is at least `d`,
and zero where it is smaller. -/
def analyticSlope (f n : ℝ → ℝ) (d R : ℝ) : ℝ :=
  if d ≤ n R then deriv f (n R) * deriv n R else 0

/-- The energy evaluated with the density held at `d` wherever it would fall below `d`. -/
def clampedEnergy (f n : ℝ → ℝ) (d R : ℝ) : ℝ := f (max (n R) d)

/-- A step of height `f d`, switched on where the density is at least `d`. -/
def thresholdStep (f n : ℝ → ℝ) (d R : ℝ) : ℝ := if d ≤ n R then f d else 0

/-- The thresholded energy is the clamped energy plus the step, up to the constant `f d`. -/
theorem cutEnergy_eq (f n : ℝ → ℝ) (d R : ℝ) :
    cutEnergy f n d R = clampedEnergy f n d R + thresholdStep f n d R - f d := by
  unfold cutEnergy clampedEnergy thresholdStep
  split_ifs with h
  · rw [max_eq_left h]; ring
  · rw [max_eq_right (not_le.mp h).le]; ring

variable {f n : ℝ → ℝ} {d : ℝ}

/-- For differentiable `f` and `n`, the clamped energy has the analytic slope at every point
where the density differs from `d`. -/
theorem hasDerivAt_clampedEnergy (hf : Differentiable ℝ f) (hn : Differentiable ℝ n)
    {R : ℝ} (hR : n R ≠ d) :
    HasDerivAt (clampedEnergy f n d) (analyticSlope f n d R) R := by
  rcases lt_or_gt_of_ne hR with h | h
  · -- below the threshold the clamped energy is locally constant
    have ev : ∀ᶠ y in 𝓝 R, n y < d :=
      (isOpen_lt hn.continuous continuous_const).mem_nhds h
    have e : clampedEnergy f n d =ᶠ[𝓝 R] fun _ => f d := by
      filter_upwards [ev] with y hy
      simp only [clampedEnergy, max_eq_right hy.le]
    rw [analyticSlope, if_neg (not_le.mpr h)]
    exact (hasDerivAt_const R (f d)).congr_of_eventuallyEq e
  · -- above the threshold the chain rule applies
    have ev : ∀ᶠ y in 𝓝 R, d < n y :=
      (isOpen_lt continuous_const hn.continuous).mem_nhds h
    have e : clampedEnergy f n d =ᶠ[𝓝 R] fun y => f (n y) := by
      filter_upwards [ev] with y hy
      simp only [clampedEnergy, max_eq_left hy.le]
    have hc : HasDerivAt (fun y => f (n y)) (deriv f (n R) * deriv n R) R :=
      HasDerivAt.comp R (hf (n R)).hasDerivAt (hn R).hasDerivAt
    rw [analyticSlope, if_pos (le_of_lt h)]
    exact hc.congr_of_eventuallyEq e

/-- Let `f` and `n` be C1, and let a particle with continuous velocity obey Newton's equation with
the analytic force except at threshold crossings, which occur at countably many times. Its kinetic
plus thresholded energy then changes by the change of the step. -/
theorem total_energy_drift (hf : ContDiff ℝ 1 f) (hn : ContDiff ℝ 1 n)
    {x v acc : ℝ → ℝ} {m t₀ t₁ : ℝ} (ht : t₀ ≤ t₁)
    (hx : ∀ t ∈ Icc t₀ t₁, HasDerivAt x (v t) t) (hv : ContinuousOn v (Icc t₀ t₁))
    (hc : (Icc t₀ t₁ ∩ {t | n (x t) = d}).Countable)
    (hacc : ∀ t ∈ Ioo t₀ t₁, n (x t) ≠ d → HasDerivAt v (acc t) t)
    (newton : ∀ t ∈ Ioo t₀ t₁, n (x t) ≠ d → m * acc t = -analyticSlope f n d (x t)) :
    (m / 2 * v t₁ ^ 2 + cutEnergy f n d (x t₁)) -
      (m / 2 * v t₀ ^ 2 + cutEnergy f n d (x t₀)) =
      thresholdStep f n d (x t₁) - thresholdStep f n d (x t₀) := by
  have hG : Continuous (clampedEnergy f n d) :=
    hf.continuous.comp (hn.continuous.max continuous_const)
  have hxc : ContinuousOn x (Icc t₀ t₁) :=
    fun t h => (hx t h).continuousAt.continuousWithinAt
  -- kinetic plus clamped energy is continuous and stationary off the crossings
  have key := integral_eq_of_hasDerivAt_off_countable_of_le
    (fun t => m / 2 * (v t * v t) + clampedEnergy f n d (x t)) (fun _ => (0 : ℝ)) ht hc
    ((continuousOn_const.mul (hv.mul hv)).add (hG.comp_continuousOn hxc))
    (fun t h => by
      have hne : n (x t) ≠ d := fun e => h.2 ⟨Ioo_subset_Icc_self h.1, e⟩
      have h1 := hacc t h.1 hne
      have h2 : HasDerivAt (fun s => clampedEnergy f n d (x s))
          (analyticSlope f n d (x t) * v t) t :=
        HasDerivAt.comp t (hasDerivAt_clampedEnergy (hf.differentiable (by simp))
          (hn.differentiable (by simp)) hne) (hx t (Ioo_subset_Icc_self h.1))
      refine (((h1.fun_mul h1).const_mul (m / 2)).fun_add h2).congr_deriv ?_
      linear_combination v t * newton t h.1 hne)
    (continuous_const.intervalIntegrable _ _)
  simp only [intervalIntegral.integral_zero] at key
  linear_combination cutEnergy_eq f n d (x t₁) - cutEnergy_eq f n d (x t₀) - key

end

end TotalEnergyDrift
```

Lean reports:

```
Main.lean:84:26: error: Application type mismatch: The argument
  hasDerivAt_clampedEnergy (ContDiff.differentiable hf ?m.354) (ContDiff.differentiable hn ?m.365) hne
has type
  HasDerivAt (clampedEnergy f n d) (analyticSlope f n d (x t)) (x t)
but is expected to have type
  HasDerivAt f (analyticSlope f n d (x t)) (max (n (x t)) d)
in the application
  HasDerivAt.comp t
    (hasDerivAt_clampedEnergy (ContDiff.differentiable hf ?m.354) (ContDiff.differentiable hn ?m.365) hne)
```

Cause. The error is in the chain rule for the clamped energy along the path. `HasDerivAt.comp` has to know which function is the outer one and which the inner, and here Lean settled this from the expected result, `fun s => clampedEnergy f n d (x s)`. The message shows that it looked through the definition of `clampedEnergy` and took `f` as the outer function, evaluated at `max (n (x t)) d`. The proof supplied is about the derivative of `clampedEnergy f n d` at `x t`, so it did not fit. The mathematics was sound, but Lean had split the composition in the wrong place.

The repair first states the outer derivative as `h0`, with its function and point written out. It then forms `h3` by `h0.comp` without giving an expected type, so the outer function is read from `h0` and the inner one, `x`, from `hx`. Finally `exact h3` only has to check that this composition agrees with the stated function by unfolding definitions, which it does.

As a diff, the version that Lean accepts:

```diff
@@ -81,7 +81,10 @@
       have h1 := hacc t h.1 hne
       have h2 : HasDerivAt (fun s => clampedEnergy f n d (x s))
-          (analyticSlope f n d (x t) * v t) t :=
-        HasDerivAt.comp t (hasDerivAt_clampedEnergy (hf.differentiable (by simp))
-          (hn.differentiable (by simp)) hne) (hx t (Ioo_subset_Icc_self h.1))
+          (analyticSlope f n d (x t) * v t) t := by
+        have h0 : HasDerivAt (clampedEnergy f n d) (analyticSlope f n d (x t)) (x t) :=
+          hasDerivAt_clampedEnergy (hf.differentiable (by simp))
+            (hn.differentiable (by simp)) hne
+        have h3 := h0.comp t (hx t (Ioo_subset_Icc_self h.1))
+        exact h3
       refine (((h1.fun_mul h1).const_mul (m / 2)).fun_add h2).congr_deriv ?_
       linear_combination v t * newton t h.1 hne)
```
